# A half-turn invariant energy with C² profile g has transverse spin-flip kernel g′(s)/s, which tends to g″(0)

**A:** Let E(m) be an energy of a magnetisation vector m, unchanged by half-turns (rotations by π). Let e and v be perpendicular unit vectors, and let the profile g(s) = E(s e) be twice continuously differentiable. Then, for s > 0,

d²/dt² E(s e + t v) at t = 0 equals g′(s)/s,

and this tends to g″(0) as s → 0⁺.

**Q:** Which physical quantity is that?

**A:** Let E be the exchange–correlation energy per volume of a local noncollinear functional, with the density n held fixed. Then it is the pointwise transverse kernel of adiabatic spin-flip TDDFT, taken with respect to the components of m. The form (v↑ − v↓)/(n↑ − n↓), with v↑ and v↓ the exchange–correlation potentials belonging to the spin densities n↑ and n↓, and s = n↑ − n↓, is twice as large, because v↑ − v↓ = 2g′(s). The limit supplies the kernel's value where the spin polarisation vanishes and the quotient reads 0/0. Such an E is defined only for |m| ≤ n, and in the local spin-density approximation its profile is not C² at |m| = n. For s < n one applies the theorem after multiplying E by a smooth function of |m| that is 1 for |m| up to a value between s and n, and 0 near and beyond n. This changes neither the derivatives at s e nor the limit.

In Lean 4 with Mathlib:

```lean
import Mathlib

open Filter Topology
open scoped InnerProductSpace

namespace SpinFlipKernel

variable {V : Type*} [NormedAddCommGroup V] [InnerProductSpace ℝ V]
```

**Q:** Formal derivatives can return a number where none exists. Does yours?

**A:** No. Here a second derivative k at x means that a first derivative exists throughout a neighbourhood of x and has derivative k at x.

```lean
/-- `f` is differentiable near `x`, and its derivative has derivative `k` at `x`. -/
def HasSecondDerivAt (f : ℝ → ℝ) (k x : ℝ) : Prop :=
  ∃ f' : ℝ → ℝ, (∀ᶠ t in 𝓝 x, HasDerivAt f (f' t) t) ∧ HasDerivAt f' k x
```

**Q:** And where is rotational invariance?

**A:** Only half-turns are needed. About an axis u ≠ 0, with ⟨u,x⟩ the inner product, a half-turn is

x ↦ (2⟨u,x⟩/|u|²) u − x.

```lean
/-- The half-turn of `x` about the axis `u`, for `u ≠ 0`: it keeps the part of `x` along `u` and
reverses the part across it. In three dimensions this is the rotation by π. -/
noncomputable def halfTurn (u x : V) : V := (2 * ⟪u, x⟫_ℝ / ‖u‖ ^ 2) • u - x
```

For magnetisations in ℝ³, `HalfTurnInvariant` says that E has no preferred spin direction, as without an external field or spin–orbit coupling. There these maps are rotations, so full rotational invariance implies the hypothesis. The code allows any real inner product space `V`; in a plane the maps are reflections, and on a line they change nothing.

```lean
/-- The energy `E` does not change when the magnetisation is half-turned about any axis. -/
def HalfTurnInvariant (E : V → ℝ) : Prop :=
  ∀ u : V, u ≠ 0 → ∀ x : V, E (halfTurn u x) = E x
```

**Q:** Show me the differentiation.

**A:** Since e ⊥ v, the length is r(t) = √(s² + t²), so r′ = t/r. Therefore

d/dt g(r) = g′(r) t/r,

d²/dt² g(r) = g″(r) t²/r² + g′(r)(1/r − t²/r³).

At t = 0 we have r = s, and only g′(s)/s survives. The lemma treats r = √(a + 2bt + ct²), where r′ = (b + ct)/r. In its proof `hq` differentiates the polynomial and `hr` the root; the chain, product and quotient rules do the rest.

```lean
/-- Second derivative at `t = 0` of `g` evaluated at the length `√(a + 2bt + ct²)`, for `a > 0`
and `g` twice differentiable at `√a`. -/
theorem second_deriv_along_line {g g' : ℝ → ℝ} {a b c k : ℝ} (ha : 0 < a)
    (hg : ∀ᶠ x in 𝓝 (√a), HasDerivAt g (g' x) x) (hg' : HasDerivAt g' k (√a)) :
    HasSecondDerivAt (fun t => g (√(a + 2 * b * t + c * t ^ 2)))
      (k * (b / √a) ^ 2 + g' (√a) / √a * (c - (b / √a) ^ 2)) 0 := by
  have hq : ∀ t : ℝ, HasDerivAt (fun t : ℝ => a + 2 * b * t + c * t ^ 2)
      (2 * b + 2 * c * t) t := by
    intro t
    have h := (((hasDerivAt_id' t).const_mul (2 * b)).const_add a).fun_add
      (((hasDerivAt_id' t).fun_pow 2).const_mul c)
    exact h.congr_deriv (by push_cast; ring)
  have hp0 : 0 < a + 2 * b * 0 + c * 0 ^ 2 := by linarith
  have h0 : √(a + 2 * b * 0 + c * 0 ^ 2) = √a := by
    congr 1
    ring
  have hpos := (hq 0).continuousAt.eventually (eventually_gt_nhds hp0)
  -- the length changes at the rate (b + ct) / length
  have hr : ∀ t : ℝ, 0 < a + 2 * b * t + c * t ^ 2 →
      HasDerivAt (fun t : ℝ => √(a + 2 * b * t + c * t ^ 2))
        ((b + c * t) / √(a + 2 * b * t + c * t ^ 2)) t := by
    intro t ht
    refine ((hq t).sqrt ht.ne').congr_deriv ?_
    rw [show 2 * b + 2 * c * t = 2 * (b + c * t) by ring]
    exact mul_div_mul_left _ _ two_ne_zero
  have hc : Tendsto (fun t : ℝ => √(a + 2 * b * t + c * t ^ 2)) (𝓝 0) (𝓝 (√a)) := by
    have h := (hr 0 hp0).continuousAt.tendsto
    rwa [h0] at h
  refine ⟨fun t => g' (√(a + 2 * b * t + c * t ^ 2)) *
    ((b + c * t) / √(a + 2 * b * t + c * t ^ 2)), ?_, ?_⟩
  · filter_upwards [hpos, hc.eventually hg] with t ht hgt
    have h := HasDerivAt.comp (h := fun t : ℝ => √(a + 2 * b * t + c * t ^ 2)) t hgt (hr t ht)
    exact h
  · have hg0 : HasDerivAt g' k (√(a + 2 * b * 0 + c * 0 ^ 2)) := by rwa [h0]
    have h1 := HasDerivAt.comp (h := fun t : ℝ => √(a + 2 * b * t + c * t ^ 2)) 0 hg0 (hr 0 hp0)
    have h2 : HasDerivAt (fun t : ℝ => b + c * t) c 0 :=
      (((hasDerivAt_id' (0 : ℝ)).const_mul c).const_add b).congr_deriv (mul_one c)
    have hs : √a ≠ 0 := (Real.sqrt_pos.2 ha).ne'
    have h3 := h1.mul (h2.div (hr 0 hp0) (by rwa [h0]))
    refine h3.congr_deriv ?_
    simp only [Function.comp_apply, Pi.div_apply, h0]
    simp only [mul_zero, add_zero]
    field_simp
```

Setting a = |m|², b = ⟨m,v⟩ and c = |v|² gives the second derivative of g(|m|) at m ≠ 0 in any direction v: g″(|m|) multiplies the squared length of the part of v along m, and g′(|m|)/|m| that of the part across it.

```lean
/-- Second derivative of the energy `g(|m|)` in any direction `v`, for `m ≠ 0` and `g` twice
differentiable at `|m|`: `g''(|m|)` multiplies the squared length of the part of `v` along `m`, and
`g'(|m|)/|m|` that of the part across it. -/
theorem second_deriv_radial {g g' : ℝ → ℝ} {k : ℝ} {m v : V} (hm : m ≠ 0)
    (hg : ∀ᶠ x in 𝓝 ‖m‖, HasDerivAt g (g' x) x) (hg' : HasDerivAt g' k ‖m‖) :
    HasSecondDerivAt (fun t : ℝ => g ‖m + t • v‖)
      (k * (⟪m, v⟫_ℝ / ‖m‖) ^ 2 +
        g' ‖m‖ / ‖m‖ * (‖v‖ ^ 2 - (⟪m, v⟫_ℝ / ‖m‖) ^ 2)) 0 := by
  have hs : √(‖m‖ ^ 2) = ‖m‖ := Real.sqrt_sq (norm_nonneg m)
  have h := second_deriv_along_line (g := g) (g' := g') (k := k) (a := ‖m‖ ^ 2)
    (b := ⟪m, v⟫_ℝ) (c := ‖v‖ ^ 2) (pow_pos (norm_pos_iff.2 hm) 2)
    (by rwa [hs]) (by rwa [hs])
  rw [hs] at h
  have hf : (fun t : ℝ => g ‖m + t • v‖) =
      fun t => g (√(‖m‖ ^ 2 + 2 * ⟪m, v⟫_ℝ * t + ‖v‖ ^ 2 * t ^ 2)) := by
    funext t
    congr 1
    rw [← Real.sqrt_sq (norm_nonneg (m + t • v)), norm_add_sq_real, real_inner_smul_right,
      norm_smul, mul_pow, Real.norm_eq_abs, sq_abs]
    congr 1
    ring
  rw [hf]
  exact h
```

**Q:** That assumes E depends only on length. You gave me half-turns.

**A:** Turn about the bisector u = |m|e + m. Then

|u|² = 2|m|² + 2|m|⟨e,m⟩ = 2⟨u,m⟩,

so m goes to u − m = |m|e, and E(m) = g(|m|). This needs u ≠ 0. On our line m = s e + t v, so ⟨e,u⟩ = |m| + s > 0.

```lean
/-- A half-turn invariant energy at `m` equals its value at the magnetisation of the same length
along the unit axis `e`, provided `m` is not antiparallel to `e` or zero. -/
theorem energy_eq_longitudinal {E : V → ℝ} (hE : HalfTurnInvariant E) {e m : V}
    (he : ‖e‖ = 1) (h : ‖m‖ • e + m ≠ 0) : E m = E (‖m‖ • e) := by
  -- turn about the bisector of `m` and `e`
  have h1 : ‖‖m‖ • e + m‖ ^ 2 = 2 * ⟪‖m‖ • e + m, m⟫_ℝ := by
    rw [norm_add_sq_real, inner_add_left, real_inner_smul_left, real_inner_self_eq_norm_sq,
      norm_smul, norm_norm, he]
    ring
  have key : halfTurn (‖m‖ • e + m) m = ‖m‖ • e := by
    rw [halfTurn, ← h1, div_self (pow_ne_zero 2 (norm_ne_zero_iff.2 h)), one_smul,
      add_sub_cancel_right]
  exact (hE _ h m).symm.trans (congrArg E key)
```

**Q:** Is g′(0) = 0 put in by hand?

**A:** It is derived. A half-turn about an axis perpendicular to e sends s e to −s e, so g(−s) = g(s). Differentiating at zero gives −g′(0) = g′(0), hence g′(0) = 0. The proof compares the two derivatives by uniqueness.

```lean
/-- If a half-turn invariant energy is differentiable at zero magnetisation along `e`, and some
axis `u ≠ 0` is perpendicular to `e`, then its slope there vanishes. -/
theorem longitudinal_slope_zero {E : V → ℝ} (hE : HalfTurnInvariant E) {e u : V} {k : ℝ}
    (hu : u ≠ 0) (h : ⟪u, e⟫_ℝ = 0) (hk : HasDerivAt (fun s : ℝ => E (s • e)) k 0) :
    k = 0 := by
  -- the half-turn about `u` reverses `e`, so the profile is even
  have hev : ∀ s : ℝ, E ((-s) • e) = E (s • e) := by
    intro s
    have h1 := hE u hu (s • e)
    rwa [halfTurn, real_inner_smul_right, h, mul_zero, mul_zero, zero_div, zero_smul,
      zero_sub, ← neg_smul] at h1
  have h0 : HasDerivAt (fun s : ℝ => E (s • e)) k (-(0 : ℝ)) := by rwa [neg_zero]
  have hneg : HasDerivAt (fun s : ℝ => E ((-s) • e)) (k * -1) 0 :=
    HasDerivAt.comp (h := fun s : ℝ => -s) 0 h0 (hasDerivAt_id' (0 : ℝ)).fun_neg
  simp only [hev] at hneg
  linarith [hk.unique hneg]
```

The limit is then the definition of a derivative:

g′(s)/s = (g′(s) − g′(0))/(s − 0) → g″(0).

```lean
/-- If the slope `g'` vanishes at zero and has derivative `k` there, then `g'(s)/s` tends to `k`
as `s` decreases to zero. -/
theorem kernel_limit {g' : ℝ → ℝ} {k : ℝ} (h0 : g' 0 = 0) (hk : HasDerivAt g' k 0) :
    Tendsto (fun s => g' s / s) (𝓝[>] 0) (𝓝 k) := by
  have h := (hasDerivAt_iff_tendsto_slope.1 hk).mono_left
    (nhdsWithin_mono 0 (fun x (hx : 0 < x) => hx.ne'))
  refine h.congr (fun s => ?_)
  rw [slope_def_field, h0, sub_zero, sub_zero]
```

**Q:** What if the slope at zero survives?

**A:** If g′ is continuous at zero with g′(0) ≠ 0, the numerator stays away from zero while 1/s grows, so the quotient diverges in magnitude. For g(s) = s it is 1/s. The invariant energy E = |m| has this kernel too: its profile |s| has a corner at zero, so smoothness away from zero is not enough.

```lean
/-- If the slope `g'` is continuous at zero and does not vanish there, then `g'(s)/s` diverges in
magnitude as `s` decreases to zero. -/
theorem kernel_diverges {g' : ℝ → ℝ} (h0 : g' 0 ≠ 0) (hc : ContinuousAt g' 0) :
    Tendsto (fun s => |g' s / s|) (𝓝[>] 0) atTop := by
  have h1 : Tendsto (fun s => |g' s|) (𝓝[>] 0) (𝓝 |g' 0|) :=
    hc.abs.tendsto.mono_left nhdsWithin_le_nhds
  refine (h1.pos_mul_atTop (abs_pos.2 h0) tendsto_inv_nhdsGT_zero).congr' ?_
  filter_upwards [self_mem_nhdsWithin] with s hs
  rw [abs_div, abs_of_pos (Set.mem_Ioi.1 hs), div_eq_mul_inv]
```

**Q:** Would symmetry about e alone do?

**A:** No. E(m) = ⟨e,m⟩ has that symmetry and g(s) = s, yet its transverse second derivative is 0, not 1/s.

The main theorem assembles the lemmas: `hf` replaces E by g of the length, the radial formula gives the kernel, and v serves as the perpendicular axis for the slope. `deriv g` is a true derivative because `ContDiff ℝ 2 g` is assumed.

```lean
/-- Let a half-turn invariant energy have a twice continuously differentiable profile `g` along
the unit axis `e`. Its second derivative in a perpendicular unit direction `v` at magnetisation
`s e`, `s > 0`, is `g'(s)/s`, and this tends to `g''(0)` as `s` decreases to zero. -/
theorem spin_flip_kernel {E : V → ℝ} (hE : HalfTurnInvariant E) {e v : V} {g : ℝ → ℝ}
    (he : ‖e‖ = 1) (hv : ‖v‖ = 1) (hev : ⟪e, v⟫_ℝ = 0)
    (hg : ∀ s : ℝ, E (s • e) = g s) (hg2 : ContDiff ℝ 2 g) :
    (∀ s : ℝ, 0 < s → HasSecondDerivAt (fun t : ℝ => E (s • e + t • v)) (deriv g s / s) 0) ∧
      Tendsto (fun s => deriv g s / s) (𝓝[>] 0) (𝓝 (deriv (deriv g) 0)) := by
  have h2 : ContDiff ℝ (1 + 1) g := by rwa [one_add_one_eq_two]
  have hd : ∀ x, HasDerivAt g (deriv g x) x := fun x =>
    ((contDiff_succ_iff_deriv.1 h2).1 x).hasDerivAt
  have hdd : ∀ x, HasDerivAt (deriv g) (deriv (deriv g) x) x := fun x =>
    ((contDiff_succ_iff_deriv.1 h2).2.2.differentiable (by simp) x).hasDerivAt
  constructor
  · intro s hs
    have hm : ‖s • e‖ = s := by
      rw [norm_smul, he, mul_one, Real.norm_eq_abs, abs_of_pos hs]
    -- invariance reduces the energy to a function of the length alone
    have hf : (fun t : ℝ => E (s • e + t • v)) = fun t => g ‖s • e + t • v‖ := by
      funext t
      rw [← hg]
      refine energy_eq_longitudinal hE he (fun h0 => ?_)
      have h1 := congrArg (fun x => ⟪e, x⟫_ℝ) h0
      simp only [inner_add_right, real_inner_smul_right, hev, real_inner_self_eq_norm_sq, he,
        inner_zero_right] at h1
      linarith [norm_nonneg (s • e + t • v)]
    have h := second_deriv_radial (v := v) (norm_ne_zero_iff.1 (by rw [hm]; exact hs.ne'))
      (Eventually.of_forall hd) (hdd ‖s • e‖)
    rw [hm, real_inner_smul_left, hev, hv] at h
    rw [hf]
    convert h using 1
    ring
  · have hv0 : v ≠ 0 := norm_ne_zero_iff.1 (by rw [hv]; exact one_ne_zero)
    have h0 : deriv g 0 = 0 := longitudinal_slope_zero hE hv0
      (by rw [real_inner_comm]; exact hev) (by simpa only [hg] using hd 0)
    exact kernel_limit h0 (hdd 0)
```

**Q:** Give me numbers.

**A:** Take E = |m|² + |m|⁴ and s = 1/2. Directly,

E(s e + t v) = (1/4 + t²) + (1/4 + t²)² = 5/16 + (3/2)t² + t⁴,

with second derivative 3 at t = 0. The formula gives g′(s)/s = 2 + 4s² = 3, and its limit is 2 = g″(0).

The file's own example is simpler: |m|² on ℝ³ meets every hypothesis. Invariance there amounts to expanding the squared norm of the half-turned vector.

```lean
/-- The energy `|m|²` on three-dimensional magnetisations is half-turn invariant and has the
smooth profile `s²` along the third axis, to which the first axis is perpendicular. -/
theorem spin_flip_kernel_witness :
    HalfTurnInvariant (fun m : EuclideanSpace ℝ (Fin 3) => ‖m‖ ^ 2) ∧
    ‖EuclideanSpace.single (2 : Fin 3) (1 : ℝ)‖ = 1 ∧
    ‖EuclideanSpace.single (0 : Fin 3) (1 : ℝ)‖ = 1 ∧
    ⟪EuclideanSpace.single (2 : Fin 3) (1 : ℝ), EuclideanSpace.single 0 1⟫_ℝ = 0 ∧
    (∀ s : ℝ, ‖s • EuclideanSpace.single (2 : Fin 3) (1 : ℝ)‖ ^ 2 = s ^ 2) ∧
    ContDiff ℝ 2 (fun s : ℝ => s ^ 2) := by
  refine ⟨fun u hu x => ?_, by simp, by simp, by simp [EuclideanSpace.inner_single_left],
    fun s => by simp [norm_smul], contDiff_id.pow 2⟩
  have hc : 2 * ⟪u, x⟫_ℝ / ‖u‖ ^ 2 * ‖u‖ ^ 2 = 2 * ⟪u, x⟫_ℝ :=
    div_mul_cancel₀ _ (pow_ne_zero 2 (norm_ne_zero_iff.2 hu))
  change ‖halfTurn u x‖ ^ 2 = ‖x‖ ^ 2
  rw [halfTurn, norm_sub_sq_real, norm_smul, real_inner_smul_left, mul_pow,
    Real.norm_eq_abs, sq_abs]
  linear_combination (2 * ⟪u, x⟫_ℝ / ‖u‖ ^ 2) * hc

end SpinFlipKernel
```

```lean
#print axioms SpinFlipKernel.kernel_diverges
#print axioms SpinFlipKernel.spin_flip_kernel
```

```
'SpinFlipKernel.kernel_diverges' depends on axioms: [propext, Classical.choice, Quot.sound]
'SpinFlipKernel.spin_flip_kernel' depends on axioms: [propext, Classical.choice, Quot.sound]
```
